# A sharp two-moment lower bound on the band energy of a finite weighted spectrum

For finitely many real levels $e_i$ with weights $w_i \ge 0$ summing to one, mean $m$ and variance $s > 0$, the band energy measured from a chemical potential $\mu$ satisfies $\sum_i w_i \min(e_i - \mu, 0) \ge \tfrac12\left(m - \mu - \sqrt{s + (m-\mu)^2}\right)$ for every real $\mu$. For each choice of $m$, $s > 0$ and $\mu$ there is a two-level spectrum with that mean and variance on which the inequality is an equality.

In Lean 4 with Mathlib:

```lean
import Mathlib

open Finset

namespace BandEnergyMomentBound

noncomputable section

variable {ι : Type*} [Fintype ι]

/-- Mean energy (first moment) of levels `e` with weights `w`. -/
def mean (w e : ι → ℝ) : ℝ := ∑ i, w i * e i

/-- Variance (second central moment) of levels `e` with weights `w`. -/
def variance (w e : ι → ℝ) : ℝ := ∑ i, w i * (e i - mean w e) ^ 2

/-- Band energy measured from the chemical potential `μ`: the weighted sum of `min (e - μ, 0)`. -/
def bandEnergy (w e : ι → ℝ) (μ : ℝ) : ℝ := ∑ i, w i * min (e i - μ) 0

/-- The energy scale `R = √(s + (m - μ)²)` built from mean `m`, variance `s` and `μ`. -/
def radius (m s μ : ℝ) : ℝ := √(s + (m - μ) ^ 2)

/-- The two-moment bound `(m - μ - √(s + (m - μ)²)) / 2`. -/
def lowerBound (m s μ : ℝ) : ℝ := (m - μ - radius m s μ) / 2

/-- Two levels placed at `μ - R` and `μ + R`. -/
def twoLevels (m s μ : ℝ) : Fin 2 → ℝ := ![μ - radius m s μ, μ + radius m s μ]

/-- The weights `(R - (m - μ)) / 2R` and `(R + (m - μ)) / 2R` of the two levels. -/
def twoWeights (m s μ : ℝ) : Fin 2 → ℝ :=
  ![(radius m s μ - (m - μ)) / (2 * radius m s μ), (radius m s μ + (m - μ)) / (2 * radius m s μ)]

/-- For positive variance, `R` exceeds `|m - μ|` and `R² = s + (m - μ)²`. -/
theorem radius_spec (m μ : ℝ) {s : ℝ} (hs : 0 < s) :
    |m - μ| < radius m s μ ∧ radius m s μ ^ 2 = s + (m - μ) ^ 2 := by
  refine ⟨?_, Real.sq_sqrt (by positivity)⟩
  unfold radius
  apply Real.lt_sqrt_of_sq_lt
  rw [sq_abs]
  linarith

/-- For normalised weights the band energy is half of `m - μ` minus half the mean absolute
distance of the levels from `μ`. -/
theorem bandEnergy_eq (w e : ι → ℝ) (μ : ℝ) (h1 : ∑ i, w i = 1) :
    bandEnergy w e μ = (mean w e - μ - ∑ i, w i * |e i - μ|) / 2 := by
  -- min (x, 0) = (x - |x|) / 2 level by level
  have h : ∀ i, w i * min (e i - μ) 0
      = (1 / 2) * (w i * e i) - (μ / 2) * w i - (1 / 2) * (w i * |e i - μ|) := by
    intro i
    rcases le_total (e i - μ) 0 with h | h
    · rw [min_eq_left h, abs_of_nonpos h]; ring
    · rw [min_eq_right h, abs_of_nonneg h]; ring
  unfold bandEnergy mean
  rw [sum_congr rfl (fun i _ => h i), sum_sub_distrib, sum_sub_distrib,
    ← mul_sum, ← mul_sum, ← mul_sum, h1]
  ring

/-- For normalised weights the second moment about `μ` is the variance plus `(m - μ)²`. -/
theorem second_moment (w e : ι → ℝ) (μ : ℝ) (h1 : ∑ i, w i = 1) :
    ∑ i, w i * (e i - μ) ^ 2 = variance w e + (mean w e - μ) ^ 2 := by
  have h : ∀ i, w i * (e i - μ) ^ 2 = w i * (e i - mean w e) ^ 2
      + (2 * (mean w e - μ)) * (w i * e i) + (μ ^ 2 - mean w e ^ 2) * w i := by
    intro i; ring
  have hm : ∑ i, w i * e i = mean w e := rfl
  unfold variance
  rw [sum_congr rfl (fun i _ => h i), sum_add_distrib, sum_add_distrib,
    ← mul_sum, ← mul_sum, h1, hm]
  ring

/-- Exact defect formula: for normalised weights and positive variance, `4R` times the excess of the
band energy over the two-moment bound is the weighted sum of `(|e - μ| - R)²`. -/
theorem defect_eq (w e : ι → ℝ) (μ : ℝ) (h1 : ∑ i, w i = 1) (hs : 0 < variance w e) :
    4 * radius (mean w e) (variance w e) μ
        * (bandEnergy w e μ - lowerBound (mean w e) (variance w e) μ)
      = ∑ i, w i * (|e i - μ| - radius (mean w e) (variance w e) μ) ^ 2 := by
  have hR := (radius_spec (mean w e) μ hs).2
  unfold lowerBound
  generalize radius (mean w e) (variance w e) μ = R at hR ⊢
  have h : ∀ i, w i * (|e i - μ| - R) ^ 2
      = w i * (e i - μ) ^ 2 - (2 * R) * (w i * |e i - μ|) + R ^ 2 * w i := by
    intro i
    rw [← sq_abs (e i - μ)]
    ring
  rw [sum_congr rfl (fun i _ => h i), sum_add_distrib, sum_sub_distrib,
    ← mul_sum, ← mul_sum, h1, second_moment w e μ h1, bandEnergy_eq w e μ h1]
  linear_combination hR

/-- Main bound: for probability weights with mean `m` and variance `s > 0`, the band energy
is at least `(m - μ - √(s + (m - μ)²)) / 2` for every `μ`. -/
theorem lowerBound_le_bandEnergy (w e : ι → ℝ) (μ : ℝ) (hw : ∀ i, 0 ≤ w i)
    (h1 : ∑ i, w i = 1) (hs : 0 < variance w e) :
    lowerBound (mean w e) (variance w e) μ ≤ bandEnergy w e μ := by
  have hpos := lt_of_le_of_lt (abs_nonneg _) (radius_spec (mean w e) μ hs).1
  have hd := defect_eq w e μ h1 hs
  -- the defect is a weighted sum of squares
  have hn : 0 ≤ ∑ i, w i * (|e i - μ| - radius (mean w e) (variance w e) μ) ^ 2 :=
    sum_nonneg fun i _ => mul_nonneg (hw i) (sq_nonneg _)
  rw [← hd] at hn
  by_contra hlt
  have hneg := mul_neg_of_pos_of_neg (mul_pos (by norm_num : (0 : ℝ) < 4) hpos)
    (sub_neg.mpr (not_le.mp hlt))
  linarith

/-- Equality case: for probability weights with positive variance, the bound is attained exactly
when every level of nonzero weight lies at distance `R` from `μ`. -/
theorem bandEnergy_eq_lowerBound_iff (w e : ι → ℝ) (μ : ℝ) (hw : ∀ i, 0 ≤ w i)
    (h1 : ∑ i, w i = 1) (hs : 0 < variance w e) :
    bandEnergy w e μ = lowerBound (mean w e) (variance w e) μ ↔
      ∀ i, w i ≠ 0 → |e i - μ| = radius (mean w e) (variance w e) μ := by
  have hpos := lt_of_le_of_lt (abs_nonneg _) (radius_spec (mean w e) μ hs).1
  have hd := defect_eq w e μ h1 hs
  have h4 : 4 * radius (mean w e) (variance w e) μ ≠ 0 := by positivity
  rw [← sub_eq_zero, ← mul_eq_zero_iff_left h4, hd,
    sum_eq_zero_iff_of_nonneg fun i _ => mul_nonneg (hw i) (sq_nonneg _)]
  constructor
  · intro h i hi
    have h0 := (mul_eq_zero.mp (h i (mem_univ i))).resolve_left hi
    exact sub_eq_zero.mp ((pow_eq_zero_iff two_ne_zero).mp h0)
  · intro h i _
    by_cases hi : w i = 0
    · rw [hi, zero_mul]
    · rw [h i hi]; ring

/-- Sharpness: for all `m`, `μ` and `s > 0`, the two levels `μ ∓ R` with their weights have
positive normalised weights, mean `m`, variance `s`, and band energy equal to the bound. -/
theorem two_level_attains (m μ : ℝ) {s : ℝ} (hs : 0 < s) :
    (∀ i, 0 < twoWeights m s μ i) ∧ ∑ i, twoWeights m s μ i = 1 ∧
      mean (twoWeights m s μ) (twoLevels m s μ) = m ∧
      variance (twoWeights m s μ) (twoLevels m s μ) = s ∧
      bandEnergy (twoWeights m s μ) (twoLevels m s μ) μ = lowerBound m s μ := by
  obtain ⟨hlt, hsq⟩ := radius_spec m μ hs
  have hpos := lt_of_le_of_lt (abs_nonneg _) hlt
  have hne := hpos.ne'
  obtain ⟨hl, hr⟩ := abs_lt.mp hlt
  have h1 : ∑ i, twoWeights m s μ i = 1 := by
    simp only [twoWeights, Fin.sum_univ_two, Matrix.cons_val_zero, Matrix.cons_val_one]
    field_simp
    ring
  have hm : mean (twoWeights m s μ) (twoLevels m s μ) = m := by
    simp only [mean, twoWeights, twoLevels, Fin.sum_univ_two, Matrix.cons_val_zero,
      Matrix.cons_val_one]
    field_simp
    ring
  -- both levels lie at distance R from μ
  have habs : ∀ i, |twoLevels m s μ i - μ| = radius m s μ := by
    rw [Fin.forall_fin_two]
    constructor <;> simp [twoLevels, abs_of_pos hpos]
  refine ⟨?_, h1, hm, ?_, ?_⟩
  · rw [Fin.forall_fin_two]
    simp only [twoWeights, Matrix.cons_val_zero, Matrix.cons_val_one]
    constructor <;> apply div_pos <;> linarith
  · have h2 := second_moment (twoWeights m s μ) (twoLevels m s μ) μ h1
    have h3 : ∀ i, twoWeights m s μ i * (twoLevels m s μ i - μ) ^ 2
        = twoWeights m s μ i * radius m s μ ^ 2 := by
      intro i
      rw [← sq_abs, habs i]
    rw [sum_congr rfl (fun i _ => h3 i), ← sum_mul, h1, hm] at h2
    linarith
  · rw [bandEnergy_eq _ _ μ h1, hm]
    simp only [habs]
    rw [← sum_mul, h1, one_mul, lowerBound]

/-- Companion upper bound: for probability weights the band energy is at most
`min (m - μ, 0)`. -/
theorem bandEnergy_le_min (w e : ι → ℝ) (μ : ℝ) (hw : ∀ i, 0 ≤ w i) (h1 : ∑ i, w i = 1) :
    bandEnergy w e μ ≤ min (mean w e - μ) 0 := by
  apply le_min
  · have h : mean w e - μ = ∑ i, w i * (e i - μ) := by
      simp only [mul_sub]
      rw [sum_sub_distrib, ← sum_mul, h1, one_mul, mean]
    rw [h]
    exact sum_le_sum fun i _ => mul_le_mul_of_nonneg_left (min_le_left _ _) (hw i)
  · exact sum_nonpos fun i _ => mul_nonpos_of_nonneg_of_nonpos (hw i) (min_le_right _ _)

end

end BandEnergyMomentBound
```

```lean
#print axioms BandEnergyMomentBound.lowerBound_le_bandEnergy
#print axioms BandEnergyMomentBound.bandEnergy_eq_lowerBound_iff
#print axioms BandEnergyMomentBound.two_level_attains
#print axioms BandEnergyMomentBound.bandEnergy_le_min
```

```
'BandEnergyMomentBound.lowerBound_le_bandEnergy' depends on axioms: [propext, Classical.choice, Quot.sound]
'BandEnergyMomentBound.bandEnergy_eq_lowerBound_iff' depends on axioms: [propext, Classical.choice, Quot.sound]
'BandEnergyMomentBound.two_level_attains' depends on axioms: [propext, Classical.choice, Quot.sound]
'BandEnergyMomentBound.bandEnergy_le_min' depends on axioms: [propext, Classical.choice, Quot.sound]
```

## Definitions and theorems

The levels are labelled by a finite type `ι`, and a spectrum is a pair of functions `w e : ι → ℝ`, the weight $w_i$ and the energy $e_i$ of level $i$. The levels need not be ordered, and different labels may carry the same energy. The definitions `mean`, `variance` and `bandEnergy` are

$$m = \sum_i w_i e_i, \qquad s = \sum_i w_i (e_i - m)^2, \qquad B(\mu) = \sum_i w_i \min(e_i - \mu, 0).$$

None of these divides by the total weight, so $m$ and $s$ are the mean and variance only under the normalisation `h1 : ∑ i, w i = 1`, which every theorem about a general spectrum assumes. With the offset $d = m - \mu$, the definitions `radius` and `lowerBound` are

$$R = \sqrt{s + d^2}, \qquad L = \frac{d - R}{2}.$$

Both take three real arguments `m s μ`. In the theorems about a general spectrum the first two are filled with `mean w e` and `variance w e`, so $R$ and $L$ are computed from the spectrum's own moments.

Five theorems carry the result. The identity `defect_eq` says that for normalised weights with $s > 0$,

$$4R\,\bigl(B(\mu) - L\bigr) = \sum_i w_i \bigl(|e_i - \mu| - R\bigr)^2 ,$$

and it makes no assumption on the signs of the weights. With the further hypothesis `hw : ∀ i, 0 ≤ w i`, the theorem `lowerBound_le_bandEnergy` gives $L \le B(\mu)$, and `bandEnergy_eq_lowerBound_iff` says that $B(\mu) = L$ holds exactly when $|e_i - \mu| = R$ for every $i$ with $w_i \ne 0$. The theorem `two_level_attains` starts from arbitrary reals $m$, $\mu$ and $s > 0$ and considers the spectrum on `Fin 2`, with indices $0$ and $1$, given by `twoLevels` and `twoWeights`:

$$e_0 = \mu - R, \quad e_1 = \mu + R, \qquad w_0 = \frac{R - d}{2R}, \quad w_1 = \frac{R + d}{2R}.$$

It states that both weights are strictly positive, that they sum to one, that the mean is $m$ and the variance is $s$, and that $B(\mu) = L$. Finally `bandEnergy_le_min` bounds the band energy from above, $B(\mu) \le \min(d, 0)$, for nonnegative normalised weights and with no condition on the variance. Nothing is stated about when this upper bound is reached.

The order of quantifiers in the sharpness statement matters. The two-level spectrum is built after $\mu$ is chosen and moves with $\mu$, so the theorem says that $L$ is the best lower bound at each $\mu$ separately among finite spectra with the given $m$ and $s$. It does not say that one spectrum follows the bound as $\mu$ varies.

## Band energy from a density of states

A spectrum with weights is a discrete density of states normalised to one state,

$$n(E) = \sum_i w_i\, \delta(E - e_i),$$

where $E$ is the energy variable and $\delta$ the Dirac delta. For independent fermions at zero temperature the levels below $\mu$ are filled and those above are empty, and

$$B(\mu) = \int_{-\infty}^{\mu} (E - \mu)\, n(E)\, dE .$$

This is the weighted sum $\sum w_i e_i$ over the occupied levels minus $\mu$ times the occupied weight, that is, the zero-temperature grand potential of the non-interacting levels with each level counted with its weight $w_i$, so that it refers to a density of states normalised to one state. Measuring energies from $\mu$ fixes two conventions: $B(\mu)$ depends only on the differences $e_i - \mu$, so the bound $L$ depends on $m$ and $\mu$ only through $d$, and a level lying exactly at $\mu$ contributes zero whether it is counted as filled or empty. There is no factor of two for spin; a spin-degenerate system has twice this value.

Two choices of weights are natural for a Hermitian one-particle Hamiltonian $H$ on a space of finite dimension $N$, with orthonormal eigenvectors $\psi_i$ and eigenvalues $e_i$. Uniform weights $w_i = 1/N$ give the total density of states per orbital. Weights $w_i = |\langle \psi_i | a \rangle|^2$, for a member $a$ of an orthonormal orbital basis, give the local density of states on that orbital, for which $m = H_{aa}$ and $s = \sum_{b \ne a} |H_{ab}|^2$, with $b$ running over the other basis orbitals. No Hamiltonian appears in the code, so these identifications of $w$, $m$ and $s$ with matrix elements are the physical reading of the theorems and are not among the statements they prove. In a finite non-interacting tight-binding model at zero temperature, the on-site energy and the squared hoppings out of an orbital therefore limit how negative that orbital's contribution to the grand potential can be, without any diagonalisation. At $\mu = m$ the limit is $-\sqrt{s}/2$.

The hypothesis `hs : 0 < variance w e` says that the band has nonzero width: at least two distinct energies carry weight. It excludes the one-level spectrum, whose variance vanishes, so two levels is the smallest size to which the lower bound theorem applies, while the upper bound also covers a single level. In the proofs $s > 0$ guarantees $R > |d| \ge 0$, which allows the factor $4R$ to be cancelled and keeps the denominators $2R$ in `twoWeights` away from zero.

The theorems treat finite spectra only, so continuous bands enter at most through a discretisation. There is no temperature and no interaction. The chemical potential is a free real parameter and is not tied to a particle number, so the statement concerns the energy at fixed $\mu$ and not at fixed filling.

## Derivation of the bound

The function $\min(x, 0)$ equals $x$ for $x \le 0$ and $0$ for $x \ge 0$, and in both cases it equals $(x - |x|)/2$. Setting $x = e_i - \mu$, multiplying by $w_i$ and summing with $\sum_i w_i = 1$ gives

$$B(\mu) = \frac{d - A}{2}, \qquad A = \sum_i w_i |e_i - \mu| ,$$

where $A$ is the mean absolute distance of the levels from $\mu$. Subtracting $L = (d - R)/2$ leaves $B(\mu) - L = (R - A)/2$, so the bound is equivalent to $A \le R$.

The scale $R$ is the root-mean-square distance of the levels from $\mu$. For each level,

$$(e_i - \mu)^2 = (e_i - m)^2 + 2(m - \mu)\,e_i + \mu^2 - m^2 ,$$

and the weighted sum is

$$\sum_i w_i (e_i - \mu)^2 = s + 2(m - \mu)m + \mu^2 - m^2 = s + d^2 = R^2 .$$

The inequality $A \le R$ thus compares a mean with a root mean square. Expanding the square of $|e_i - \mu| - R$, with $|x|^2 = x^2$, measures the gap exactly:

$$\sum_i w_i \bigl(|e_i - \mu| - R\bigr)^2 = \sum_i w_i (e_i - \mu)^2 - 2RA + R^2 = 2R^2 - 2RA = 2R\,(R - A).$$

Since $R - A = 2\,(B(\mu) - L)$, the right side is $4R\,(B(\mu) - L)$, which is the defect identity. For nonnegative weights the left side is nonnegative, and $R > 0$ because $R^2 = s + d^2 > d^2 \ge 0$, so $B(\mu) \ge L$. A sum of nonnegative terms vanishes only if every term does, so equality holds exactly when each level has either $w_i = 0$ or $|e_i - \mu| = R$. All the weight must then sit at the two energies $\mu - R$ and $\mu + R$.

This condition points to the extremal spectrum. Put $e_0 = \mu - R$ and $e_1 = \mu + R$ and ask for $w_0 + w_1 = 1$ and mean $m$. The mean is $\mu + R\,(w_1 - w_0)$, so $w_1 - w_0 = d/R$, which gives $w_0 = (R - d)/2R$ and $w_1 = (R + d)/2R$. Both are positive because $R > |d|$. Both levels lie at distance $R$ from $\mu$, so the second moment about $\mu$ is $R^2 (w_0 + w_1) = s + d^2$; by the shift formula above it also equals the variance of this spectrum plus $d^2$, so the variance is $s$. For the same reason $A = R$, and $B(\mu) = (d - R)/2 = L$. As an instance, $m = 0$, $s = 1$, $\mu = 3/4$ give $d = -3/4$, $R = 5/4$, levels $e_0 = -1/2$ and $e_1 = 2$ with weights $4/5$ and $1/5$, and $B(\mu) = \tfrac45 \cdot (-\tfrac54) = -1 = L$.

The upper bound uses the two inequalities $\min(x, 0) \le x$ and $\min(x, 0) \le 0$ level by level. With $w_i \ge 0$ the first sums to $B(\mu) \le \sum_i w_i (e_i - \mu) = d$ and the second to $B(\mu) \le 0$. In the example the band energy of any finite spectrum with nonnegative normalised weights, $m = 0$ and $s = 1$ lies between $-1$ and $-3/4$ at $\mu = 3/4$.

## From the algebra to the tactics

The lemma `radius_spec` supplies the two properties of $R$ on which the later proofs rely. The equation $R^2 = s + d^2$ comes from `Real.sq_sqrt`, whose side condition is that the radicand is nonnegative. The inequality $|d| < R$ is reduced by `Real.lt_sqrt_of_sq_lt` to $|d|^2 < s + d^2$, which is $s > 0$ once `sq_abs` has removed the absolute value. Positivity of $R$, named `hpos` wherever it is needed, follows from $0 \le |d| < R$.

The three identities `bandEnergy_eq`, `second_moment` and `defect_eq` share a pattern. Each first proves an equation `h` for a single level in which the summand is a combination of simpler summands with coefficients independent of $i$, then splits the sum, pulls the coefficients out and inserts `h1`. In `bandEnergy_eq` the single-level equation is $\min(x,0) = (x - |x|)/2$ multiplied by $w_i$, and the case split `le_total (e i - μ) 0` is the distinction between a filled and an empty level. In `second_moment` it is the expansion of $(e_i - \mu)^2$ displayed above, closed by `ring`. In `defect_eq` the square root is first replaced by a plain variable `R` through `generalize`, keeping only `hR`, the equation $R^2 = s + d^2$. After the sums are evaluated with the two earlier lemmas, the left side is $2R^2 - 2RA$ and the right side is $s + d^2 - 2RA + R^2$. Their difference is $R^2 - (s + d^2)$, and `linear_combination hR` closes the goal.

The main bound `lowerBound_le_bandEnergy` shows with `sum_nonneg` that the sum of weighted squares is nonnegative and rewrites it by the defect identity as $4R\,(B(\mu) - L) \ge 0$. The cancellation of $4R$ is done by contradiction: if $B(\mu) < L$, the product of the positive $4R$ and the negative $B(\mu) - L$ would be negative.

For `bandEnergy_eq_lowerBound_iff` a chain of rewrites turns $B(\mu) = L$ into $B(\mu) - L = 0$, then into $4R\,(B(\mu) - L) = 0$ using `h4`, which says $4R \ne 0$, then into the vanishing of the sum of squares, and by `sum_eq_zero_iff_of_nonneg` into the vanishing of each term. In the forward direction a term with $w_i \ne 0$ must have a vanishing square, so $|e_i - \mu| = R$. In the reverse direction each term is zero through one of its two factors.

In `two_level_attains` the normalisation `h1` and the mean `hm` are obtained by writing out the two-term sums, clearing the denominator $2R$ with `field_simp` and finishing with `ring`. The statement `habs` records that both levels lie at distance $R$ from $\mu$. Positivity of the weights uses $-R < d < R$, extracted by `abs_lt`. The variance is not expanded directly: `second_moment` is applied to the two-level spectrum, each $(e_i - \mu)^2$ is replaced by $R^2$, and the resulting equation $R^2 = \text{variance} + d^2$ is compared with `hsq`, which is $R^2 = s + d^2$. The last clause inserts $A = R$ into `bandEnergy_eq`, which leaves the definition of `lowerBound`.

In `bandEnergy_le_min`, `le_min` separates the two inequalities. The first writes $d$ as $\sum_i w_i (e_i - \mu)$ and compares termwise through `min_le_left`, and the second shows each term nonpositive through `min_le_right`.
